# The Davidson–Silver energy equals the CEPA-0 energy for CI with uncoupled doubles and a common gap

## Question

Take a reference state and one double excitation, with energies measured from the reference, coupling $K=2$ and gap $2D=3$:
$$H=\begin{pmatrix}0&2\\2&3\end{pmatrix}.$$
The lower root is $E=-1$ with eigenvector $(1,c)$, $c=-\tfrac12$, normalised $(2,-1)/\sqrt5$, so the reference weight is $w=\tfrac45$. The Davidson–Silver energy $E+(1-w)E/(2w-1)$ is $-1-\tfrac13=-\tfrac43$, which is the CEPA-0 value $-K^2/(2D)$. The upper root $E=4$, $c=2$, $w=\tfrac15$ gives $4-\tfrac{16}{3}=-\tfrac43$ as well.

I expect this for $N$ identical non-interacting units: if $E=NKc$ and $K+(2D-E)c=0$ with $D>0$, $K\neq0$, $N\ge1$, and $w=1/(1+Nc^2)$, then $2w-1\neq0$ and the corrected energy is exactly $-NK^2/(2D)$. How can this be stated and proved in Lean 4 with Mathlib?

## Answer

The claim holds under weaker conditions: $D\ne0$ is enough, $K$ and $N$ are unrestricted, and the couplings may differ from one excitation to the next as long as the gap is common.

### Modelling choices

The double excitations are labelled by $i$ in a finite type `ι`, and the CI basis is `Option ι`, with `none` the reference and `some i` the double $i$. A CI vector $\psi$ is a real function on this basis. Its reference coefficient $\psi_{\rm ref}$ is `ψ none` (written $\psi_0$ in the docstrings) and its doubles coefficients $\psi_i$ are `ψ (some i)`; `state a c` assembles a vector from a reference coefficient and a list of doubles coefficients.

`ciMatrix Δ K` is the arrow matrix with a zero reference–reference entry, couplings $K_i$ between the reference and double $i$, and a diagonal doubles block with gaps $\Delta_i$. Because of the zero entry, an eigenvalue $E$ is measured from the reference energy; for the ground state it is the CI correlation energy. The diagonal block is the main idealisation: it describes independent units with one double excitation each. There are no singles, and all matrix elements are real parameters, not integrals.

Vectors are not normalised, so `refWeight ψ` is $w=\psi_{\rm ref}^2/\sum_p\psi_p^2$ with $p$ running over the whole basis, the squared reference coefficient of the normalised vector. `davidsonSilver E w` is $E+(1-w)E/(2w-1)$. This is the variant with denominator $2w-1$; the plain Davidson correction $(1-w)E$ gives $-\tfrac65$ in the two-state example and does not obey the identity. Since Lean returns $0$ for division by zero, $2w-1\neq0$ is part of the conclusion in both the general and the identical-units theorem, which makes the correction there a true quotient.

`cepa0Energy Δ K` is $-\sum_iK_i^2/\Delta_i$. CEPA-0 drops the energy shift from the CI amplitude equations, leaving $K_i+\Delta_it_i=0$ for amplitudes $t_i$ and the energy $\sum_iK_it_i$. For nonzero gaps $t_i=-K_i/\Delta_i$, and `cepa0_energy` proves that the energy is then the closed form. This is CEPA-0 of the arrow model only; with couplings between doubles the amplitudes would solve a full linear system.

The main theorem `davidsonSilver_eq_cepa0` reads: for a common gap $\Delta_i=2D$ with $D\ne0$, any couplings, and any $E,\psi$ with $H\psi=E\psi$ for $H$ the CI matrix and $\psi_{\rm ref}\neq0$, one has $2w-1\ne0$ and the Davidson–Silver energy equals $-\sum_iK_i^2/(2D)$. The eigenpair is a hypothesis, and any root with a reference component qualifies. The posed claim is `davidsonSilver_identical_units`, whose two scalar equations are assumed directly for a natural number $N$. At $N=0$, as for an empty `ι`, one has $E=0$, $w=1$, and both energies vanish.

### Derivation by hand

Projecting $H\psi=E\psi$ on the reference and on each double gives
$$\sum_iK_i\psi_i=E\psi_{\rm ref},\qquad K_i\psi_{\rm ref}+(\Delta_i-E)\psi_i=0 .$$
Set $\Delta_i=2D$ and define $A=\psi_{\rm ref}^2>0$, $S=\sum_i\psi_i^2\ge0$, $Q=\sum_iK_i^2$. Multiplying the equation of double $i$ by $\psi_i$, summing, and using the reference equation gives $(2D-E)S=-\psi_{\rm ref}\sum_iK_i\psi_i=-EA$, that is
$$EA+(2D-E)S=0.\tag{1}$$
Squaring $K_i\psi_{\rm ref}=-(2D-E)\psi_i$ and summing gives
$$QA=(2D-E)^2S.\tag{2}$$
From (1),
$$(2D-E)(A-S)=2DA-\bigl[EA+(2D-E)S\bigr]=2DA.\tag{3}$$
The right side is nonzero, so $A\neq S$. With $w=A/(A+S)$,
$$2w-1=\frac{A-S}{A+S}\ne0,\qquad 1-w=\frac{S}{A+S},$$
and the corrected energy is
$$E+\frac{ES}{A-S}=\frac{EA}{A-S}.$$
Multiplying (2) by $A-S$ and applying (3) and then (1),
$$QA(A-S)=(2D-E)S\cdot(2D-E)(A-S)=(2D-E)S\cdot2DA=-EA\cdot 2DA .$$
Cancelling $A$ leaves $Q(A-S)=-2D\,EA$, hence $EA/(A-S)=-Q/(2D)$, the CEPA-0 energy.

For identical units take $A=1$, $S=Nc^2$, $Q=NK^2$. Multiplying $K+(2D-E)c=0$ by $Nc$ and using $E=NKc$ gives (1); squaring $K=-(2D-E)c$ and multiplying by $N$ gives (2). For $D>0$ the right side of (3) is positive, so $2D-E$ and $A-S$ have the same sign, and $w>\tfrac12$ exactly when $E<2D$. The two roots in the question, with $w=\tfrac45$ below the gap and $w=\tfrac15$ above it, show both cases.

### The file

```lean
import Mathlib

open Matrix

namespace DavidsonSilver

noncomputable section

variable {ι : Type*} [Fintype ι] [DecidableEq ι]

/-- Doubles-CI Hamiltonian relative to the reference energy: the reference (`none`) couples to
the double excitation `i` by `K i`, which lies at energy `Δ i`; doubles do not mix. -/
def ciMatrix (Δ K : ι → ℝ) : Matrix (Option ι) (Option ι) ℝ :=
  Matrix.of fun p q => match p, q with
    | none, none => 0
    | none, some j => K j
    | some i, none => K i
    | some i, some j => if i = j then Δ i else 0

/-- CI vector with reference coefficient `a` and doubles coefficients `c`. -/
def state (a : ℝ) (c : ι → ℝ) : Option ι → ℝ
  | none => a
  | some i => c i

/-- Weight of the reference in the CI vector `ψ`: `ψ₀² / ‖ψ‖²`. -/
def refWeight (ψ : Option ι → ℝ) : ℝ := ψ none ^ 2 / ∑ p, ψ p ^ 2

/-- Correlation energy `E` plus the Davidson-Silver correction `(1 - w) E / (2w - 1)`. -/
def davidsonSilver (E w : ℝ) : ℝ := E + (1 - w) * E / (2 * w - 1)

/-- CEPA-0 correlation energy `-∑ Kᵢ² / Δᵢ` of the model. -/
def cepa0Energy (Δ K : ι → ℝ) : ℝ := -∑ i, K i ^ 2 / Δ i

/-- The CI eigenvalue equation is equivalent to its projections on the reference and on each
double excitation. -/
theorem ci_equations (Δ K : ι → ℝ) (E : ℝ) (ψ : Option ι → ℝ) :
    ciMatrix Δ K *ᵥ ψ = E • ψ ↔
      (∑ i, K i * ψ (some i) = E * ψ none ∧
        ∀ i, K i * ψ none + (Δ i - E) * ψ (some i) = 0) := by
  have row0 : (ciMatrix Δ K *ᵥ ψ) none = ∑ i, K i * ψ (some i) := by
    simp [ciMatrix, mulVec, dotProduct, Fintype.sum_option]
  have rowi : ∀ i, (ciMatrix Δ K *ᵥ ψ) (some i) = K i * ψ none + Δ i * ψ (some i) := by
    intro i
    simp [ciMatrix, mulVec, dotProduct, Fintype.sum_option, ite_mul]
  constructor
  · intro h
    refine ⟨?_, fun i => ?_⟩
    · have h0 := congrFun h none
      rw [row0, Pi.smul_apply, smul_eq_mul] at h0
      exact h0
    · have h1 := congrFun h (some i)
      rw [rowi, Pi.smul_apply, smul_eq_mul] at h1
      linear_combination h1
  · rintro ⟨h0, hi⟩
    funext p
    cases p with
    | none =>
      rw [row0, Pi.smul_apply, smul_eq_mul]
      exact h0
    | some i =>
      rw [rowi, Pi.smul_apply, smul_eq_mul]
      linear_combination hi i

omit [DecidableEq ι] in
/-- Amplitudes solving the CEPA-0 equations `Kᵢ + Δᵢ tᵢ = 0` with nonzero gaps give the energy
`∑ Kᵢ tᵢ = -∑ Kᵢ² / Δᵢ`. -/
theorem cepa0_energy (Δ K t : ι → ℝ) (hΔ : ∀ i, Δ i ≠ 0) (ht : ∀ i, K i + Δ i * t i = 0) :
    ∑ i, K i * t i = cepa0Energy Δ K := by
  unfold cepa0Energy
  rw [← Finset.sum_neg_distrib]
  refine Finset.sum_congr rfl fun i _ => ?_
  have h : t i = -K i / Δ i := by
    rw [eq_div_iff (hΔ i)]
    linear_combination ht i
  rw [h]
  ring

/-- For a common gap `2D`, a CI eigenvector obeys `E ψ₀² + (2D - E) S = 0` and
`(∑ Kᵢ²) ψ₀² = (2D - E)² S`, with `S` the squared norm of its doubles part. -/
theorem ci_moments (D E : ℝ) (K : ι → ℝ) (ψ : Option ι → ℝ)
    (h : ciMatrix (fun _ => 2 * D) K *ᵥ ψ = E • ψ) :
    E * ψ none ^ 2 + (2 * D - E) * ∑ i, ψ (some i) ^ 2 = 0 ∧
      (∑ i, K i ^ 2) * ψ none ^ 2 = (2 * D - E) ^ 2 * ∑ i, ψ (some i) ^ 2 := by
  obtain ⟨h0, hi⟩ := (ci_equations _ K E ψ).1 h
  have hi' : ∀ i, K i * ψ none + (2 * D - E) * ψ (some i) = 0 := hi
  constructor
  · -- multiply the equation of double `i` by `ψᵢ` and sum
    have h1 : (2 * D - E) * ∑ i, ψ (some i) ^ 2 = (-ψ none) * ∑ i, K i * ψ (some i) := by
      rw [Finset.mul_sum, Finset.mul_sum]
      exact Finset.sum_congr rfl fun i _ => by linear_combination ψ (some i) * hi' i
    rw [h1, h0]
    ring
  · rw [Finset.sum_mul, Finset.mul_sum]
    exact Finset.sum_congr rfl fun i _ => by
      linear_combination (K i * ψ none - (2 * D - E) * ψ (some i)) * hi' i

/-- If `E A + (2D - E) S = 0` and `Q A = (2D - E)² S` with `D ≠ 0`, `A > 0`, `S ≥ 0`, then for
`w = A / (A + S)` one has `2w - 1 ≠ 0` and the Davidson-Silver energy is `-Q / (2D)`. -/
theorem davidsonSilver_of_moments (D E A S Q : ℝ) (hD : D ≠ 0) (hA : 0 < A) (hS : 0 ≤ S)
    (h1 : E * A + (2 * D - E) * S = 0) (h2 : Q * A = (2 * D - E) ^ 2 * S) :
    2 * (A / (A + S)) - 1 ≠ 0 ∧ davidsonSilver E (A / (A + S)) = -Q / (2 * D) := by
  have h2D : 2 * D ≠ 0 := mul_ne_zero two_ne_zero hD
  -- key identity: the shifted gap times `A - S` is the bare gap times `A`
  have hk : (2 * D - E) * (A - S) = 2 * D * A := by linear_combination -h1
  have hm : A - S ≠ 0 := by
    intro h
    rw [h, mul_zero] at hk
    exact mul_ne_zero h2D hA.ne' hk.symm
  have hp : A + S ≠ 0 := (by linarith : 0 < A + S).ne'
  have hw : 2 * (A / (A + S)) - 1 = (A - S) / (A + S) := by
    field_simp
    ring
  refine ⟨by rw [hw]; exact div_ne_zero hm hp, ?_⟩
  have hDS : E + (1 - A / (A + S)) * E / ((A - S) / (A + S)) = E * A / (A - S) := by
    field_simp
    ring
  unfold davidsonSilver
  rw [hw, hDS, div_eq_div_iff hm h2D]
  apply mul_left_cancel₀ hA.ne'
  linear_combination (A - S) * h2 + (2 * D - E) * S * hk + 2 * D * A * h1

/-- For doubles with a common gap `2D ≠ 0` and arbitrary couplings, every CI root with nonzero
reference coefficient has `2w - 1 ≠ 0`, and its Davidson-Silver energy is the CEPA-0 energy. -/
theorem davidsonSilver_eq_cepa0 (D E : ℝ) (K : ι → ℝ) (ψ : Option ι → ℝ) (hD : D ≠ 0)
    (h0 : ψ none ≠ 0) (h : ciMatrix (fun _ => 2 * D) K *ᵥ ψ = E • ψ) :
    2 * refWeight ψ - 1 ≠ 0 ∧
      davidsonSilver E (refWeight ψ) = cepa0Energy (fun _ => 2 * D) K := by
  obtain ⟨h1, h2⟩ := ci_moments D E K ψ h
  have key := davidsonSilver_of_moments D E _ _ _ hD (by positivity)
    (Finset.sum_nonneg fun i _ => sq_nonneg (ψ (some i))) h1 h2
  simp only [refWeight, Fintype.sum_option]
  refine ⟨key.1, ?_⟩
  rw [key.2]
  simp only [cepa0Energy, neg_div, Finset.sum_div]

/-- For `N` identical units with `E = N K c`, `K + (2D - E) c = 0`, `D ≠ 0` and
`w = 1 / (1 + N c²)`: `2w - 1 ≠ 0` and the Davidson-Silver energy is `-N K² / (2D)`. -/
theorem davidsonSilver_identical_units (N : ℕ) (D K E c : ℝ) (hD : D ≠ 0)
    (hE : E = N * K * c) (hc : K + (2 * D - E) * c = 0) :
    2 * (1 / (1 + N * c ^ 2)) - 1 ≠ 0 ∧
      davidsonSilver E (1 / (1 + N * c ^ 2)) = -(N * K ^ 2) / (2 * D) :=
  davidsonSilver_of_moments D E 1 (N * c ^ 2) (N * K ^ 2) hD one_pos (by positivity)
    (by linear_combination hE + (N : ℝ) * c * hc)
    (by linear_combination (N : ℝ) * (K - (2 * D - E) * c) * hc)

/-- For a common gap `2D > 0`, a CI root with nonzero reference coefficient has reference
weight above one half exactly when its energy lies below the gap. -/
theorem half_lt_refWeight_iff (D E : ℝ) (K : ι → ℝ) (ψ : Option ι → ℝ) (hD : 0 < D)
    (h0 : ψ none ≠ 0) (h : ciMatrix (fun _ => 2 * D) K *ᵥ ψ = E • ψ) :
    1 / 2 < refWeight ψ ↔ E < 2 * D := by
  have h1 := (ci_moments D E K ψ h).1
  have hS : 0 ≤ ∑ i, ψ (some i) ^ 2 := Finset.sum_nonneg fun i _ => sq_nonneg _
  have hA : 0 < ψ none ^ 2 := by positivity
  simp only [refWeight, Fintype.sum_option]
  generalize ∑ i, ψ (some i) ^ 2 = S at h1 hS ⊢
  generalize ψ none ^ 2 = A at h1 hA ⊢
  -- `(2D - E)(A - S) = 2 D A > 0`, so the two factors share their sign
  have hDA := mul_pos hD hA
  rw [lt_div_iff₀ (by linarith : 0 < A + S)]
  constructor
  · intro hw
    by_contra hE
    have hE' := not_lt.1 hE
    nlinarith [mul_nonneg (by linarith : 0 ≤ E - 2 * D) (by linarith : 0 ≤ A - S)]
  · intro hE
    by_contra hw
    have hw' := not_lt.1 hw
    nlinarith [mul_nonneg (by linarith : 0 ≤ 2 * D - E) (by linarith : 0 ≤ S - A)]

/-- With couplings `(3, 4)` and `D = 12`, the vector `(25, -3, -4)` is a CI root of energy `-1`
with nonzero reference coefficient. -/
theorem davidsonSilver_eq_cepa0_witness :
    ciMatrix (fun _ : Fin 2 => 2 * 12) ![3, 4] *ᵥ state 25 ![-3, -4]
        = (-1 : ℝ) • state 25 ![-3, -4] ∧
      state 25 (![-3, -4] : Fin 2 → ℝ) none ≠ 0 := by
  rw [ci_equations]
  norm_num [state, Fin.sum_univ_two, Fin.forall_fin_two]

/-- With unequal gaps `(1, 7)` and couplings `(1, 2)`, the vector `(4, -2, -1)` is a CI root of
energy `-1` with Davidson-Silver energy `-16/11`, while the CEPA-0 energy is `-11/7`. -/
theorem unequal_gaps :
    ciMatrix (![1, 7] : Fin 2 → ℝ) ![1, 2] *ᵥ state 4 ![-2, -1]
        = (-1 : ℝ) • state 4 ![-2, -1] ∧
      davidsonSilver (-1) (refWeight (state 4 (![-2, -1] : Fin 2 → ℝ))) = -16 / 11 ∧
      cepa0Energy (![1, 7] : Fin 2 → ℝ) ![1, 2] = -11 / 7 := by
  refine ⟨?_, ?_, ?_⟩
  · rw [ci_equations]
    norm_num [state, Fin.sum_univ_two, Fin.forall_fin_two]
  · norm_num [davidsonSilver, refWeight, state, Fintype.sum_option, Fin.sum_univ_two]
  · norm_num [cepa0Energy, Fin.sum_univ_two]

end

end DavidsonSilver
```

```lean
#print axioms DavidsonSilver.davidsonSilver_eq_cepa0
-- 'DavidsonSilver.davidsonSilver_eq_cepa0' depends on axioms: [propext, Classical.choice, Quot.sound]
#print axioms DavidsonSilver.davidsonSilver_identical_units
-- 'DavidsonSilver.davidsonSilver_identical_units' depends on axioms: [propext, Classical.choice, Quot.sound]
#print axioms DavidsonSilver.half_lt_refWeight_iff
-- 'DavidsonSilver.half_lt_refWeight_iff' depends on axioms: [propext, Classical.choice, Quot.sound]
#print axioms DavidsonSilver.unequal_gaps
-- 'DavidsonSilver.unequal_gaps' depends on axioms: [propext, Classical.choice, Quot.sound]
```

### Remarks on the proof

`ci_equations` computes the two kinds of rows of the matrix–vector product, `row0` and `rowi`, by splitting the sum with `Fintype.sum_option`, and shows that the eigenvalue equation is equivalent to the projected equations for arbitrary gaps. `ci_moments` proves (1) and (2). For (1) the step `h1` multiplies each doubles equation by $\psi_i$, after which `h0` substitutes the reference equation. For (2) the multiplier is $K_i\psi_{\rm ref}-(2D-E)\psi_i$, so that the product with the doubles equation is a difference of squares, which is the squaring step.

`davidsonSilver_of_moments` contains the algebra for five real numbers. Its step `hk` is (3), `hm` is $A-S\neq0$, `hw` rewrites $2w-1$, and `hDS` brings the corrected energy to $EA/(A-S)$. After `div_eq_div_iff` clears the denominators and `mul_left_cancel₀` multiplies the goal by $A$, the last line combines (2), (3) and (1) with coefficients $A-S$, $(2D-E)S$ and $2DA$, one for each equality sign in the chain above. Both final theorems call this lemma: the matrix version with the moments of $\psi$, the identical-units version with $1$, $Nc^2$, $NK^2$. In `half_lt_refWeight_iff`, each direction assumes that the two factors of (3) have opposite signs and `nlinarith` contradicts $DA>0$.

`davidsonSilver_eq_cepa0_witness` gives a root with unequal couplings: $K=(3,4)$, $D=12$, $E=-1$ and the vector $(25,-3,-4)$, normalised by dividing by $\sqrt{650}=5\sqrt{26}$. Its weight is $w=\tfrac{25}{26}$, and both energies come to $-\tfrac{25}{24}$. `unequal_gaps` shows the role of the common gap: for gaps $(1,7)$ and couplings $(1,2)$ the vector $(4,-2,-1)/\sqrt{21}$ is a root with $E=-1$ and $w=\tfrac{16}{21}$, the Davidson–Silver energy is $-\tfrac{16}{11}$, and CEPA-0 gives $-\tfrac{11}{7}$.

A pattern worth reusing is the proof of an identity between finite sums term by term. `Finset.mul_sum` or `Finset.sum_mul` moves constant factors inside, `Finset.sum_congr rfl` reduces the goal to one index, and `linear_combination` closes it with the same multiplier that one writes by hand. The coefficient records the derivation, and Lean checks the remainder with `ring`.

The statement could instead have fixed intermediate normalisation, $\psi_{\rm ref}=1$, with $w=1/(1+\sum_ic_i^2)$ for amplitudes $c_i$, as the identical-units theorem does. The hypothesis `h0` would disappear, and a general eigenvector would have to be rescaled before the theorem applied. The roots without reference component would then be hidden by the parametrisation instead of excluded by a visible hypothesis. A pure doubles vector orthogonal to $K$ is such a root, with $E=2D$ and $w=0$, and its corrected energy is $E-E=0$.

For $N$ identical non-interacting two-level units the corrected doubles-CI energy $-NK^2/(2D)$ is proportional to $N$, so in this one-gap model with a diagonal doubles block the a posteriori correction yields a size-extensive number from the CI energy and reference weight alone. That number is the CEPA-0 energy and not the exact one: for the single unit in the question the CI root $-1$ is already exact within the two-state space, and the correction moves it to $-\tfrac43$. The comments on roots with $w=0$ and on exactness are arguments in prose, and no theorem in the file states them.
